# The derivative of a time-reversed family of states: d/dk [T u(−k)] = −T u′(−k)

A family of state vectors u(k), depending on one real parameter k, has the time-reversed partner k ↦ T u(−k), where T is an antiunitary operator. The theorem `hasDerivAt_timeReversed` states that if u has derivative u′ at −k, then the partner has derivative −T u′ at k. The vectors lie in a complex inner product space of any dimension and need not be normalised; T is any conjugate-linear, norm-preserving bijection, with no condition on T². The attempt regards T as a continuous linear map `L` over the real numbers, where complex conjugation has no effect on the scalars, and then applies the chain rule to k ↦ −k, u and `L` in turn.

An attempt in Lean 4 with a fault in it:

```lean
import Mathlib

open scoped InnerProductSpace ComplexConjugate

namespace TimeReversalBerryConnection

noncomputable section

variable {V : Type*} [NormedAddCommGroup V] [InnerProductSpace ℂ V]

/-- The time-reversed family `k ↦ T u(-k)`, for an antiunitary operator `T`. -/
def timeReversed (T : V ≃ₛₗᵢ[starRingEnd ℂ] V) (u : ℝ → V) (k : ℝ) : V :=
  T (u (-k))

/-- The time-reversed family has derivative `-T u'(-k)`. -/
theorem hasDerivAt_timeReversed (T : V ≃ₛₗᵢ[starRingEnd ℂ] V) {u : ℝ → V} {u' : V} {k : ℝ}
    (hu : HasDerivAt u u' (-k)) : HasDerivAt (timeReversed T u) (-(T u')) k := by
  -- Over the real numbers `T` is an ordinary continuous linear map.
  let L : V →L[ℝ] V :=
    { toFun := fun x => T x
      map_add' := fun x y => map_add T x y
      map_smul' := fun r x => by
        have h := map_smulₛₗ T (r : ℂ) x
        simpa only [Complex.conj_ofReal, Complex.coe_smul] using h
      cont := T.continuous }
  have h1 := hu.scomp k (hasDerivAt_neg k)
  have h2 : HasDerivAt (timeReversed T u) (L ((-1 : ℝ) • u')) k :=
    L.hasFDerivAt.comp_hasDerivAt k h1
  rw [map_smul, neg_one_smul] at h2
  exact h2

end

end TimeReversalBerryConnection
```

Lean reports:

```
Main.lean:24:8: error: Type mismatch: After simplification, term
  h
 has type
  @Eq V (T (r • x)) (r • T x)
but is expected to have type
  @Eq V (T (r • x)) ((RingHom.id ℝ) r • T x)
```

Cause. The error is in the field `map_smul'` of `L`, which must show that T respects multiplication by a real number r. The simplification turns `h` into `T (r • x) = r • T x`, which is the right fact. The goal, however, has `(RingHom.id ℝ) r` in place of `r`, because Lean defines linear maps as a special case of semilinear ones, with the identity as the map on scalars. The two lemmas given to `simpa only` do not remove this identity map, and the final comparison made by `simpa` does not unfold definitions far enough to see that the two sides agree, so Lean reports a type mismatch.

The repair simplifies `h` alone with the same two lemmas and then closes the goal with `exact h`. The check made by `exact` does unfold `(RingHom.id ℝ) r` to `r`, so `h` is accepted as it stands.

Fix (accepted with no message):

```diff
@@ -22,5 +22,6 @@
       map_smul' := fun r x => by
         have h := map_smulₛₗ T (r : ℂ) x
-        simpa only [Complex.conj_ofReal, Complex.coe_smul] using h
+        simp only [Complex.conj_ofReal, Complex.coe_smul] at h
+        exact h
       cont := T.continuous }
   have h1 := hu.scomp k (hasDerivAt_neg k)
```
